# For c > 0, the reduced Matthews–Blakeslee equation x = c(1 + ln x) has zero, one or two positive solutions as c is below, at or above 1

A crystal layer grown on a substrate with a different lattice constant starts out strained to match it. A dislocation threading through the layer feels two forces. The misfit stress pushes it sideways, which lays down a dislocation at the interface and relaxes the strain, while the line tension of that new dislocation holds it back. The thickness at which the forces balance is the usual estimate of how thick the layer can grow before it relaxes. The balance is a transcendental equation, so one has to ask whether it has a solution and, if there are several, which one is the critical thickness.

In isotropic elasticity, with shear modulus $G$, Poisson ratio $\nu$, Burgers vector length $b$, misfit magnitude $f$ and layer thickness $h$, the two forces are

$$F_{\text{misfit}} = \frac{2G(1+\nu)}{1-\nu}\,b h f\cos\varphi,\qquad F_{\text{line}} = \frac{G b^2(1-\nu\cos^2\alpha)}{4\pi(1-\nu)}\left(1+\ln\frac hb\right).$$

Here $\alpha$ is the angle between the Burgers vector and the interface dislocation line, and $\cos\varphi$ gives the part of the Burgers vector that relieves misfit. Dividing both forces by $2G(1+\nu)b^2 f\cos\varphi/(1-\nu)$ and writing $x=h/b$ leaves the reduced net force

$$g_c(x) = x - c(1+\ln x),\qquad c=\frac{1}{f}\cdot\frac{1-\nu\cos^2\alpha}{8\pi(1+\nu)\cos\varphi}.$$

The force laws are the physical input; the Lean file starts from the equation they give.

```lean
import Mathlib

open Real Set

namespace MatthewsBlakeslee

noncomputable section
```

`netForce c x` is $g_c(x)$.

```lean
/-- Reduced net force on a threading dislocation in a layer of thickness `x > 0` (in
Burgers-vector units): misfit force minus line tension. -/
def netForce (c x : ℝ) : ℝ := x - c * (1 + log x)
```

## Positive thickness: x > 0

A layer has positive thickness, and the logarithm needs a positive argument. `IsEquilibrium` therefore contains `0 < x` alongside the equation. Without it, Lean's logarithm, which is defined for negative numbers through $\ln|x|$, would admit a spurious negative solution for every $c>0$.

```lean
/-- The positive thickness `x` solves the reduced Matthews-Blakeslee equation. -/
def IsEquilibrium (c x : ℝ) : Prop := 0 < x ∧ x = c * (1 + log x)
```

The second factor of $c$ is `maxMisfit`, so $c$ is `maxMisfit ν α φ / f`: a large $c$ means a small misfit.

```lean
/-- The elastic and angular factor of the Matthews-Blakeslee equation, for Poisson ratio
`ν ≠ -1` and angles `α`, `φ` with `cos φ ≠ 0`. -/
def maxMisfit (ν α φ : ℝ) : ℝ :=
  (1 - ν * cos α ^ 2) / (8 * π * (1 + ν) * cos φ)
```

## Positive c, and the side of c on which the layer lies

A positive $c$ means that the misfit force drives the dislocation in the direction that relaxes the layer. By calculus, $g_c'(x)=1-c/x$, so the net force falls up to $x=c$ and rises afterwards. The same follows without derivatives from the fact that the logarithm lies below its tangents: for positive $x\neq y$,

$$x(\ln y-\ln x) < y-x.$$

```lean
/-- The logarithm lies strictly below its tangent at `x`, away from the point of contact. -/
theorem log_below_tangent {x y : ℝ} (hx : 0 < x) (hy : 0 < y) (hne : y ≠ x) :
    x * (log y - log x) < y - x := by
  have h1 : y / x ≠ 1 := fun h => hne ((div_eq_one_iff_eq hx.ne').mp h)
  have h := Real.log_lt_sub_one_of_pos (div_pos hy hx) h1
  rw [Real.log_div hy.ne' hx.ne'] at h
  calc x * (log y - log x) < x * (y / x - 1) := mul_lt_mul_of_pos_left h hx
    _ = y - x := by rw [mul_sub, mul_div_cancel₀ y hx.ne', mul_one]
```

If $c\le x<y$, then $c(\ln y-\ln x)\le x(\ln y-\ln x)<y-x$, which says $g_c(x)<g_c(y)$. The proof takes the same two steps: `h` is the tangent bound and `hm` replaces $x$ by the smaller $c$.

```lean
/-- Above thickness `c` the net force strictly increases with thickness. -/
theorem netForce_increasing {c x y : ℝ} (hc : 0 < c) (hcx : c ≤ x) (hxy : x < y) :
    netForce c x < netForce c y := by
  have hx : 0 < x := lt_of_lt_of_le hc hcx
  have h := log_below_tangent hx (hx.trans hxy) hxy.ne'
  have hl : 0 ≤ log y - log x := by linarith [Real.log_lt_log hx hxy]
  have hm := mul_le_mul_of_nonneg_right hcx hl
  unfold netForce
  linarith
```

If $0<x<y\le c$, the tangent at $y$ gives $y-x<y(\ln y-\ln x)\le c(\ln y-\ln x)$, so $g_c(y)<g_c(x)$.

```lean
/-- Below thickness `c` the net force strictly decreases with thickness. -/
theorem netForce_decreasing {c x y : ℝ} (hx : 0 < x) (hxy : x < y) (hyc : y ≤ c) :
    netForce c y < netForce c x := by
  have h := log_below_tangent (hx.trans hxy) hx hxy.ne
  have hl : 0 ≤ log y - log x := by linarith [Real.log_lt_log hx hxy]
  have hm := mul_le_mul_of_nonneg_right hyc hl
  unfold netForce
  linarith
```

For negative $c$ this picture is lost: $g_c$ rises from $-\infty$ to $+\infty$ and has a single zero below $1/e$, where the line-tension formula has turned negative.

## Large misfit: 0 < c < 1

Here the misfit exceeds `maxMisfit`. Suppose $x>0$ and $x=c(1+\ln x)$. Since $c>0$, the factor $1+\ln x$ is positive, and since $c<1$,

$$x=c(1+\ln x)<1+\ln x\le x,$$

which is a contradiction. In the proof, `hl` is the positivity, `hm` the strict inequality, and the last line supplies $\ln x\le x-1$.

```lean
/-- For `0 < c < 1` the reduced equation has no solution. -/
theorem no_equilibrium {c : ℝ} (hc : 0 < c) (hc1 : c < 1) (x : ℝ) :
    ¬ IsEquilibrium c x := by
  rintro ⟨hx, he⟩
  have hp : 0 < c * (1 + log x) := by linarith
  have hl : 0 < 1 + log x := (mul_pos_iff_of_pos_left hc).mp hp
  have hm := mul_lt_mul_of_pos_right hc1 hl
  linarith [Real.log_le_sub_one_of_pos hx]
```

The condition $c<1$ is sharp. At $c=1$ the equation reads $\ln x=x-1$, which holds only where the logarithm touches its tangent, at $x=1$.

```lean
/-- At the threshold `c = 1` the only solution is a thickness of one Burgers vector. -/
theorem equilibrium_at_threshold (x : ℝ) : IsEquilibrium 1 x ↔ x = 1 := by
  constructor
  · rintro ⟨hx, he⟩
    by_contra hne
    linarith [Real.log_lt_sub_one_of_pos hx hne]
  · rintro rfl
    exact ⟨one_pos, by simp⟩
```

## Small misfit: c > 1

With the misfit below `maxMisfit`, line tension wins over a range of thicknesses. By hand, one evaluates the net force at four points:

- $g_c(1/e)=1/e>0$.
- $g_c(1)=1-c<0$.
- $g_c(c)=-c\ln c<0$.
- $g_c(4c^2)=4c^2-c-2c\ln(2c)\ge 4c^2-c-2c(2c-1)=c>0$.

Continuity gives a zero $x_1$ in $(1/e,1)$ and a zero $x_2$ in $(c,4c^2)$. A zero at or below $c$ must equal $x_1$, because $g_c$ strictly falls there; a zero at or above $c$ must equal $x_2$, because $g_c$ strictly rises there.

The hypothesis `hc : 1 < c` makes the net force negative at $1$ and at $c$, and it places $x_1<1$ below $c$, on the falling branch. At $c=1$ both of these values become zero and the two solutions merge; for $0<c<1$ the minimum $-c\ln c$ is positive.

The theorem states that a thickness is an equilibrium if and only if it is $x_1$ or $x_2$, and the disjoint intervals make these two different. In the proof, `he`, `h1`, `hcc` and `htop` are the four signs, the two `intermediate_value` lemmas give the zeros, and `lt_trichotomy` compares any other candidate with the zero on its side of $c$.

```lean
/-- For `c > 1` the reduced Matthews-Blakeslee equation has exactly two solutions, one
between `1/e` and `1` and one between `c` and `4c²`. -/
theorem two_equilibria {c : ℝ} (hc : 1 < c) :
    ∃ x₁ x₂ : ℝ, x₁ ∈ Ioo (exp (-1)) 1 ∧ x₂ ∈ Ioo c (4 * c ^ 2) ∧
      ∀ x, IsEquilibrium c x ↔ x = x₁ ∨ x = x₂ := by
  have hc0 : 0 < c := by linarith
  have hcont : ∀ a b : ℝ, 0 < a → ContinuousOn (netForce c) (Icc a b) := by
    intro a b ha
    change ContinuousOn (fun x => x - c * (1 + log x)) (Icc a b)
    exact continuousOn_id.sub (continuousOn_const.mul (continuousOn_const.add
      (Real.continuousOn_log.mono fun x hx => (lt_of_lt_of_le ha hx.1).ne')))
  -- signs of the net force at the four comparison thicknesses
  have he : 0 < netForce c (exp (-1)) := by
    have h : netForce c (exp (-1)) = exp (-1) := by
      unfold netForce
      rw [Real.log_exp]
      ring
    rw [h]
    exact Real.exp_pos _
  have h1 : netForce c 1 < 0 := by
    unfold netForce
    rw [Real.log_one]
    linarith
  have hcc : netForce c c < 0 := by
    have h := mul_pos hc0 (Real.log_pos hc)
    unfold netForce
    linarith
  have htop : 0 < netForce c (4 * c ^ 2) := by
    have hlog : log (4 * c ^ 2) = 2 * log (2 * c) := by
      rw [show 4 * c ^ 2 = (2 * c) ^ 2 by ring, Real.log_pow]
      norm_num
    have hL := Real.log_le_sub_one_of_pos (show 0 < 2 * c by linarith)
    have hm := mul_le_mul_of_nonneg_left hL hc0.le
    unfold netForce
    rw [hlog]
    nlinarith
  have hle : exp (-1) ≤ 1 := Real.exp_le_one_iff.mpr (by norm_num)
  have hct : c ≤ 4 * c ^ 2 := by nlinarith
  obtain ⟨x₁, hx₁, hz₁⟩ :=
    intermediate_value_Ioo' hle (hcont _ _ (Real.exp_pos _)) ⟨h1, he⟩
  obtain ⟨x₂, hx₂, hz₂⟩ := intermediate_value_Ioo hct (hcont _ _ hc0) ⟨hcc, htop⟩
  have hp₁ : 0 < x₁ := (Real.exp_pos _).trans hx₁.1
  refine ⟨x₁, x₂, hx₁, hx₂, fun x => ⟨?_, ?_⟩⟩
  · -- monotonicity on either side of c leaves no room for a third root
    rintro ⟨hx, hxe⟩
    have hz : netForce c x = 0 := sub_eq_zero.mpr hxe
    rcases le_total x c with h | h
    · left
      rcases lt_trichotomy x x₁ with hlt | heq | hgt
      · linarith [netForce_decreasing hx hlt (hx₁.2.trans hc).le]
      · exact heq
      · linarith [netForce_decreasing hp₁ hgt h]
    · right
      rcases lt_trichotomy x x₂ with hlt | heq | hgt
      · linarith [netForce_increasing hc0 h hlt]
      · exact heq
      · linarith [netForce_increasing hc0 hx₂.1.le hgt]
  · rintro (rfl | rfl)
    · exact ⟨hp₁, sub_eq_zero.mp hz₁⟩
    · exact ⟨hc0.trans hx₂.1, sub_eq_zero.mp hz₂⟩
```

The lower solution is thinner than one Burgers vector, where continuum elasticity has no meaning. The upper one is the model's critical thickness. It is a meaningful estimate only when it amounts to many Burgers vectors, which excludes values of $c$ close to 1.

## The upper solution: an equilibrium above c

The hypothesis `c < xc` selects the upper solution. Since $g_c$ rises strictly from $c$ onwards and vanishes at $x_c$, it is negative on $[c,x_c)$ and positive beyond $x_c$. Both parts of the proof are applications of `netForce_increasing`. At the lower solution the statement fails, because the net force is negative just above it.

```lean
/-- At an equilibrium thickness above `c` the balance tips: line tension wins between `c`
and this thickness, and the misfit force wins in every thicker layer. -/
theorem force_balance_tips {c xc : ℝ} (hc : 0 < c) (h : IsEquilibrium c xc)
    (hxc : c < xc) :
    (∀ x, c ≤ x → x < xc → netForce c x < 0) ∧ ∀ x, xc < x → 0 < netForce c x := by
  have hz : netForce c xc = 0 := sub_eq_zero.mpr h.2
  exact ⟨fun x h1 h2 => hz ▸ netForce_increasing hc h1 h2,
    fun x h1 => hz ▸ netForce_increasing hc hxc.le h1⟩
```

The same selection makes the critical thickness grow with $c$, hence with decreasing misfit when the elastic constants and angles are fixed. Let $0<c<c'$, and let $x'>c'$ be an equilibrium for $c'$. Then

$$g_c(x')=x'-c(1+\ln x')=(c'-c)(1+\ln x')>0.$$

An equilibrium $x$ of $c$ with $x\ge x'$ would lie on the rising branch and have $g_c(x)\ge g_c(x')>0$, contradicting $g_c(x)=0$. Hence $x<x'$. In the code, `hpos` is the displayed inequality. Without `c' < x'`, $x'$ could be the lower solution for $c'$, which is smaller than the upper solution for $c$ when $c>1$.

```lean
/-- When `c` grows to `c'`, the equilibrium thickness above `c'` exceeds every equilibrium
thickness that belonged to `c`. -/
theorem critical_thickness_grows {c c' x x' : ℝ} (hc : 0 < c) (hcc : c < c')
    (h : IsEquilibrium c x) (h' : IsEquilibrium c' x') (hx' : c' < x') : x < x' := by
  have hp : 0 < c' * (1 + log x') := by linarith [h'.1, h'.2]
  have hl : 0 < 1 + log x' := (mul_pos_iff_of_pos_left (hc.trans hcc)).mp hp
  have hm := mul_lt_mul_of_pos_right hcc hl
  have hpos : 0 < netForce c x' := by
    unfold netForce
    linarith [h'.2]
  have hz : netForce c x = 0 := sub_eq_zero.mpr h.2
  by_contra hn
  rcases (not_lt.mp hn).eq_or_lt with heq | hlt
  · rw [heq] at hpos
    linarith
  · linarith [netForce_increasing hc (hcc.trans hx').le hlt]
```

## Physical lengths: b > 0 and h > 0

The Burgers vector length and the layer thickness are positive lengths. By hand, one divides

$$h=\frac{b(1-\nu\cos^2\alpha)}{8\pi f(1+\nu)\cos\varphi}\left(1+\ln\frac hb\right)$$

by $b$. The proof regroups the prefactor as $b$ times $c$ in `key`, then uses `hb` to clear the denominator in $h/b$. Together, `hb` and `hh` supply the positivity that `IsEquilibrium` demands; without them $h/b$ need not be a thickness.

```lean
/-- A layer thickness `h` solves the Matthews-Blakeslee equation with Burgers vector `b` and
misfit `f` exactly when `h / b` solves the reduced equation with `c = maxMisfit / f`. -/
theorem physical_iff_reduced {b h : ℝ} (hb : 0 < b) (hh : 0 < h) (f ν α φ : ℝ) :
    h = b * (1 - ν * cos α ^ 2) / (8 * π * f * (1 + ν) * cos φ) * (1 + log (h / b)) ↔
      IsEquilibrium (maxMisfit ν α φ / f) (h / b) := by
  have key : b * (1 - ν * cos α ^ 2) / (8 * π * f * (1 + ν) * cos φ)
      = b * (maxMisfit ν α φ / f) := by
    unfold maxMisfit
    rw [show 8 * π * f * (1 + ν) * cos φ = 8 * π * (1 + ν) * cos φ * f by ring,
      div_div, mul_div_assoc]
  rw [key]
  unfold IsEquilibrium
  rw [div_eq_iff hb.ne']
  constructor
  · intro e
    exact ⟨div_pos hh hb, by linear_combination e⟩
  · rintro ⟨_, e⟩
    linear_combination e
```

## Signs of the material constants: f > 0, −1 < ν < 1, cos φ > 0

The misfit enters as a magnitude. The range for $\nu$ contains that of stable isotropic solids, $-1<\nu\le 1/2$. A positive $\cos\varphi$ means that the dislocation relieves the misfit. Together these conditions make `maxMisfit` and $c$ positive. For the numerator,

$$2(1-\nu\cos^2\alpha)=(1-\nu)(1+\cos^2\alpha)+(1+\nu)(1-\cos^2\alpha)>0,$$

and `ha` and `hb'` are the two terms on the right.

The equation then has a positive solution exactly when $c\ge1$, that is, when $f\le$ `maxMisfit`. The proof takes `no_equilibrium` for one direction and, for the other, `equilibrium_at_threshold` or `two_equilibria`, with $h=bx$ converting back to a length.

If $\cos\varphi$ were negative, `maxMisfit` and $c$ would be negative too. The spurious zero below $1/e$ would then solve the equation although $f$ exceeds `maxMisfit`, and the equivalence would fail.

```lean
/-- For `b > 0`, `f > 0`, `-1 < ν < 1` and `cos φ > 0`, the Matthews-Blakeslee equation has a
positive solution exactly when the misfit `f` does not exceed `maxMisfit`. -/
theorem exists_thickness_iff {b f ν α φ : ℝ} (hb : 0 < b) (hf : 0 < f)
    (hν : -1 < ν) (hν1 : ν < 1) (hφ : 0 < cos φ) :
    (∃ h : ℝ, 0 < h ∧ h = b * (1 - ν * cos α ^ 2) / (8 * π * f * (1 + ν) * cos φ)
      * (1 + log (h / b))) ↔ f ≤ maxMisfit ν α φ := by
  have hK : 0 < maxMisfit ν α φ := by
    have hnum : 0 < 1 - ν * cos α ^ 2 := by
      have ht : 0 ≤ 1 - cos α ^ 2 := by nlinarith [Real.sin_sq_add_cos_sq α, sq_nonneg (sin α)]
      have ha := mul_pos (sub_pos.mpr hν1) (show 0 < 1 + cos α ^ 2 by positivity)
      have hb' := mul_nonneg (show 0 ≤ 1 + ν by linarith) ht
      linarith
    have hν' : 0 < 1 + ν := by linarith
    unfold maxMisfit
    positivity
  constructor
  · rintro ⟨h, hh, e⟩
    by_contra hn
    exact no_equilibrium (div_pos hK hf) ((div_lt_one hf).mpr (not_le.mp hn)) _
      ((physical_iff_reduced hb hh f ν α φ).mp e)
  · intro hle
    have hex : ∃ x, IsEquilibrium (maxMisfit ν α φ / f) x := by
      rcases ((one_le_div hf).mpr hle).eq_or_lt with h1 | h1
      · rw [← h1]
        exact ⟨1, (equilibrium_at_threshold 1).mpr rfl⟩
      · obtain ⟨x₁, _, _, _, hall⟩ := two_equilibria h1
        exact ⟨x₁, (hall x₁).mpr (Or.inl rfl)⟩
    obtain ⟨x, hx⟩ := hex
    have hbx : 0 < b * x := mul_pos hb hx.1
    refine ⟨b * x, hbx, (physical_iff_reduced hb hbx f ν α φ).mpr ?_⟩
    rw [mul_div_cancel_left₀ x hb.ne']
    exact hx

end

end MatthewsBlakeslee
```

```lean
#print axioms MatthewsBlakeslee.two_equilibria
#print axioms MatthewsBlakeslee.force_balance_tips
#print axioms MatthewsBlakeslee.critical_thickness_grows
#print axioms MatthewsBlakeslee.exists_thickness_iff
```

```
'MatthewsBlakeslee.two_equilibria' depends on axioms: [propext, Classical.choice, Quot.sound]
'MatthewsBlakeslee.force_balance_tips' depends on axioms: [propext, Classical.choice, Quot.sound]
'MatthewsBlakeslee.critical_thickness_grows' depends on axioms: [propext, Classical.choice, Quot.sound]
'MatthewsBlakeslee.exists_thickness_iff' depends on axioms: [propext, Classical.choice, Quot.sound]
```

## A layer with one per cent misfit

Take $\nu=1/3$, $\cos\alpha=\cos\varphi=1/2$ and $f=0.01$ as illustrative values. Then

$$\texttt{maxMisfit}=\frac{11/12}{16\pi/3}=\frac{11}{64\pi}\approx0.0547,\qquad c\approx5.47.$$

Starting from $x=20$, repeated use of $x\mapsto c(1+\ln x)$ gives $21.9,\ 22.3,\ 22.5,\dots$ and settles at $x_2\approx22.5$, so the critical thickness is about $22.5\,b$. The lower solution is $x_1\approx0.395$. With the same constants, a misfit of 6 % gives $c\approx0.91$ and no solution.

In code, one first compares $f$ with `maxMisfit`. If $f$ is smaller, bisection on $[c,4c^2]$ finds the critical thickness, since the net force changes sign there exactly once. The fixed-point iteration also works from $4c^2$. Started below $x_1$, it moves down until the logarithm's argument is no longer positive.

For band-structure calculations that assume a fully strained layer, $x_2$ estimates the thickness up to which that assumption is reasonable, within an isotropic continuum model of a single dislocation that leaves out nucleation and growth kinetics.
